# The trace of a shifted Hamiltonian's power times the Boltzmann operator as a sum over energy levels

Let H be a finite complex matrix that can be written as U diag(e) V, with UV = 1 and real energies e_i; U need not be unitary. The theorem says that, for real β and c and natural k, the trace of (H − c)^k exp(−βH) equals the sum over i of (e_i − c)^k exp(−βe_i). These moments are unnormalised: a thermal average would need division by the partition function, Tr exp(−βH). The attempt writes both the Boltzmann operator and the power of H − c as diagonal matrices between U and V, multiplies them, and uses the cyclic property of the trace to remove U and V.

In Lean, a first try:

```lean
import Mathlib

open Matrix

namespace QuantumHeatCapacity

noncomputable section

variable {n : Type*} [Fintype n]

variable [DecidableEq n]

/-- The Boltzmann operator `exp(-βH)`. -/
def gibbs (H : Matrix n n ℂ) (β : ℝ) : Matrix n n ℂ :=
  NormedSpace.exp (-(β : ℂ) • H)

/-- The trace of `(H - c)^k exp(-βH)` is the corresponding Boltzmann sum over energy levels. -/
theorem trace_moment {H U V : Matrix n n ℂ} {e : n → ℝ} (hUV : U * V = 1)
    (hH : H = U * diagonal (fun i => (e i : ℂ)) * V) (β c : ℝ) (k : ℕ) :
    trace ((H - (c : ℂ) • (1 : Matrix n n ℂ)) ^ k * gibbs H β)
      = ((∑ i, (e i - c) ^ k * Real.exp (-β * e i) : ℝ) : ℂ) := by
  subst hH
  have hVU : V * U = 1 := mul_eq_one_comm.1 hUV
  have hV : U⁻¹ = V := Matrix.inv_eq_right_inv hUV
  have hU : IsUnit U := ⟨⟨U, V, hUV, hVU⟩, rfl⟩
  have hmul : ∀ a b : n → ℂ, U * diagonal a * V * (U * diagonal b * V)
      = U * diagonal (fun i => a i * b i) * V := by
    intro a b
    rw [← Matrix.diagonal_mul_diagonal]
    calc _ = U * diagonal a * (V * U) * diagonal b * V := by simp only [Matrix.mul_assoc]
      _ = _ := by rw [hVU]; simp only [Matrix.mul_one, Matrix.mul_assoc]
  -- the Boltzmann operator is diagonal in the energy basis
  have hexp : gibbs (U * diagonal (fun i => (e i : ℂ)) * V) β
      = U * diagonal (fun i => Complex.exp (-(β : ℂ) * (e i : ℂ))) * V := by
    have h1 : -(β : ℂ) • (U * diagonal (fun i => (e i : ℂ)) * V)
        = U * diagonal (fun i => -(β : ℂ) * (e i : ℂ)) * U⁻¹ := by
      rw [hV, show diagonal (fun i => -(β : ℂ) * (e i : ℂ))
        = (-(β : ℂ)) • diagonal (fun i => (e i : ℂ)) from Matrix.diagonal_smul _ _,
        Matrix.mul_smul, Matrix.smul_mul]
    have h2 : NormedSpace.exp (fun i => -(β : ℂ) * (e i : ℂ))
        = fun i => Complex.exp (-(β : ℂ) * (e i : ℂ)) := by
      funext i
      rw [Complex.exp_eq_exp_ℂ]
      first
        | exact Pi.coe_exp _ _
        | exact Pi.exp_apply _ _
    rw [gibbs, h1, Matrix.exp_conj _ _ hU, Matrix.exp_diagonal, hV, h2]
  -- so are all powers of the shifted Hamiltonian
  have hsub : U * diagonal (fun i => (e i : ℂ)) * V - (c : ℂ) • (1 : Matrix n n ℂ)
      = U * diagonal (fun i => (e i : ℂ) - (c : ℂ)) * V := by
    have h : diagonal (fun i => (e i : ℂ) - (c : ℂ))
        = diagonal (fun i => (e i : ℂ)) - (c : ℂ) • (1 : Matrix n n ℂ) := by
      ext i j
      by_cases hij : i = j
      · subst hij; simp
      · simp [hij]
    rw [h, Matrix.mul_sub, Matrix.sub_mul, Matrix.mul_smul, Matrix.smul_mul,
      Matrix.mul_one, hUV]
  have hpow : (U * diagonal (fun i => (e i : ℂ) - (c : ℂ)) * V) ^ k
      = U * diagonal (fun i => ((e i : ℂ) - (c : ℂ)) ^ k) * V := by
    induction k with
    | zero => simp [hUV]
    | succ k ih =>
      simp only [pow_succ]
      rw [ih, hmul]
  rw [hsub, hpow, hexp, hmul, Matrix.trace_mul_comm, ← Matrix.mul_assoc, hVU,
    Matrix.one_mul, Matrix.trace_diagonal]
  simp only [Complex.ofReal_sum, Complex.ofReal_mul, Complex.ofReal_pow, Complex.ofReal_sub,
    Complex.ofReal_exp, Complex.ofReal_neg]

end

end QuantumHeatCapacity
```

Compiling this gives:

```
Main.lean:38:58: error: Type mismatch
  diagonal_smul ?m.332 ?m.333
has type
  @diagonal ?m.326 ?m.328 ?m.329 ?m.330 (?m.332 • ?m.333) = ?m.332 • diagonal ?m.333
but is expected to have type
  (@diagonal n ℂ inst✝ Complex.instZero fun i => -↑β * ↑(e i)) = -↑β • diagonal fun i => ↑(e i)
```

The error is in `h1`, where −β is to be taken out of a diagonal matrix. `Matrix.diagonal_smul` is about the diagonal matrix of a scalar multiple of a function, `r • d`. The goal instead has the function written out entry by entry, `fun i => -↑β * ↑(e i)`. The two are mathematically the same, but with the lemma's arguments left as `_ _`, Lean did not match the written-out product with `?r • ?d`, and so it rejected the term as a type mismatch.

The repair proves the same equation as a separate fact, `h`, by comparing matrix entries. `ext i j` reduces it to single entries, and `simp` settles the cases on and off the diagonal. No match with the form of `diagonal_smul` is then needed, and `rw` uses `h` in place of the failed term.

The other change, in `h2`, is mere tidying: it replaces a `first` block with its first alternative, `exact Pi.coe_exp _ _`.

The mended proof, as a diff:

```diff
@@ -35,14 +35,16 @@
     have h1 : -(β : ℂ) • (U * diagonal (fun i => (e i : ℂ)) * V)
         = U * diagonal (fun i => -(β : ℂ) * (e i : ℂ)) * U⁻¹ := by
-      rw [hV, show diagonal (fun i => -(β : ℂ) * (e i : ℂ))
-        = (-(β : ℂ)) • diagonal (fun i => (e i : ℂ)) from Matrix.diagonal_smul _ _,
-        Matrix.mul_smul, Matrix.smul_mul]
+      have h : diagonal (fun i => -(β : ℂ) * (e i : ℂ))
+          = (-(β : ℂ)) • diagonal (fun i => (e i : ℂ)) := by
+        ext i j
+        by_cases hij : i = j
+        · subst hij; simp
+        · simp [hij]
+      rw [hV, h, Matrix.mul_smul, Matrix.smul_mul]
     have h2 : NormedSpace.exp (fun i => -(β : ℂ) * (e i : ℂ))
         = fun i => Complex.exp (-(β : ℂ) * (e i : ℂ)) := by
       funext i
       rw [Complex.exp_eq_exp_ℂ]
-      first
-        | exact Pi.coe_exp _ _
-        | exact Pi.exp_apply _ _
+      exact Pi.coe_exp _ _
     rw [gibbs, h1, Matrix.exp_conj _ _ hU, Matrix.exp_diagonal, hV, h2]
   -- so are all powers of the shifted Hamiltonian
```
